# At an optimal splitting, the gap of two non-interacting fragments with convex energies is the smaller addition slope minus the larger removal slope

Two fragments, A and B, are far apart but can exchange electrons. Count the electrons on each from a reference charge state, so that $-1$ means one electron fewer. Let the energies near the reference be

| electrons | $-1$ | $0$ | $1$ |
|---|---|---|---|
| $E_A$ | $1$ | $0$ | $1$ |
| $E_B$ | $-1$ | $0$ | $3$ |

Each fragment alone has the gap $E(1)-2E(0)+E(-1)=2$. Now treat them as one system. An added electron goes to A, where it costs $1$ and not $3$. A removed electron comes from B, where removal changes the energy by $-1$ and not by $+1$. With energy $0$ at the reference, the joint gap is $1-0+(-1)=0$. The two processes happen on different fragments, so the pair can have a smaller gap than either member. The numbers are chosen for easy arithmetic: as they stand, B would lower its energy by releasing an electron into the vacuum. Subtracting $4$ per electron from both rows of the table cures this and changes none of the gaps.

The general question is what the gap of the pair is when each fragment's energy is convex in its electron number. For electronic structure, the answer gives the fundamental gap that a calculation on two well-separated fragments should reproduce, provided that they don't interact and have convex energies.

## Slopes, gap and joint energy

```lean
import Mathlib

namespace FragmentEnsembleGap

noncomputable section

/-- Energy change `E(M) - E(M-1)` on going from `M - 1` to `M` electrons. -/
def removalSlope (E : ℤ → ℝ) (M : ℤ) : ℝ := E M - E (M - 1)
```

`E : ℤ → ℝ` is a function that gives a real energy for each integer electron number. The removal slope is $l=E(M)-E(M-1)$, which is minus the ionisation energy.

```lean
/-- Energy change `E(M+1) - E(M)` on going from `M` to `M + 1` electrons. -/
def additionSlope (E : ℤ → ℝ) (M : ℤ) : ℝ := E (M + 1) - E M
```

The addition slope is $r=E(M+1)-E(M)$, which is minus the electron affinity. Subscripts A and B will mark the slopes of the two fragments at $M_A$ and $M_B$, written `MA` and `MB` in Lean.

```lean
/-- The fundamental gap at `M` electrons: the second difference of the energy. -/
def gap (E : ℤ → ℝ) (M : ℤ) : ℝ := E (M + 1) - 2 * E M + E (M - 1)
```

The gap is the second difference, $r-l$: ionisation energy minus affinity. The definition allows it to be negative; convexity enters later as the hypothesis that it is nonnegative at every integer.

```lean
/-- The energies of all ways to share `N` electrons between two fragments.
Electron numbers are integers, counted from a reference. -/
def splitEnergies (EA EB : ℤ → ℝ) (N : ℤ) : Set ℝ :=
  {x | ∃ a b : ℤ, a + b = N ∧ EA a + EB b = x}
```

This is the set of all values $E_A(a)+E_B(b)$ with $a+b=N$. The numbers $a$ and $b$ run over all integers, although a real fragment can't have fewer than zero electrons. Its energy can be continued linearly below that point, which keeps a convex energy convex. If both fragments have at least one electron at $(M_A,M_B)$, the minima found below are reached at physical splittings, so the continuation doesn't affect them. The sum contains no interaction term. That the energy of a real, well-separated pair is the minimum of such sums is the physical step that the theorems take for granted.

```lean
/-- The joint energy of two fragments with `N` electrons in total: the infimum over all
splittings, meaningful when the energies of the splittings are bounded below. -/
def jointEnergy (EA EB : ℤ → ℝ) (N : ℤ) : ℝ := sInf (splitEnergies EA EB N)
```

The joint energy is the infimum of that set. Lean assigns a value to `sInf` even for a set that is unbounded below, but at the three electron numbers used here the infimum will turn out to be an attained minimum.

## A line below a convex energy

```lean
/-- If all gaps of `E` are nonnegative, the energy lies on or above every line through its value at
`M` whose slope lies between the removal slope and the addition slope at `M`. -/
theorem supporting_line {E : ℤ → ℝ} (hE : ∀ n, 0 ≤ gap E n) {M : ℤ} {s : ℝ}
    (hl : removalSlope E M ≤ s) (hr : s ≤ additionSlope E M) (n : ℤ) :
    E M + s * ((n : ℝ) - M) ≤ E n := by
  -- electrons added one at a time: each costs at least `s`
  have right : ∀ k : ℕ, E M + s * k ≤ E (M + k) ∧ s ≤ E (M + k + 1) - E (M + k) := by
    intro k
    induction k with
    | zero => exact ⟨by simp, by simpa [additionSlope] using hr⟩
    | succ k ih =>
      obtain ⟨h1, h2⟩ := ih
      have h := hE (M + k + 1)
      rw [gap, add_sub_cancel_right] at h
      have e : M + ((k + 1 : ℕ) : ℤ) = M + k + 1 := by push_cast; ring
      rw [e]
      push_cast
      constructor <;> linarith
  -- electrons removed one at a time: each releases at most `s`
  have left : ∀ k : ℕ, E M - s * k ≤ E (M - k) ∧ E (M - k) - E (M - k - 1) ≤ s := by
    intro k
    induction k with
    | zero => exact ⟨by simp, by simpa [removalSlope] using hl⟩
    | succ k ih =>
      obtain ⟨h1, h2⟩ := ih
      have h := hE (M - k - 1)
      rw [gap, sub_add_cancel] at h
      have e : M - ((k + 1 : ℕ) : ℤ) = M - k - 1 := by push_cast; ring
      rw [e]
      push_cast
      constructor <;> linarith
  rcases le_total M n with h | h
  · obtain ⟨k, hk⟩ := Int.eq_ofNat_of_zero_le (sub_nonneg.2 h)
    have hn : n = M + k := by omega
    have h1 := (right k).1
    rw [hn]
    push_cast
    linarith
  · obtain ⟨k, hk⟩ := Int.eq_ofNat_of_zero_le (sub_nonneg.2 h)
    have hn : n = M - k := by omega
    have h1 := (left k).1
    rw [hn]
    push_cast
    linarith
```

The hypothesis `hE` says that the gap is nonnegative at every integer, and `hl` and `hr` say that $l\le s\le r$ at $M$. The conclusion is
$$E(M)+s\,(n-M)\le E(n)\quad\text{for every integer } n.$$

Write $D(m)=E(m+1)-E(m)$. The gap at $m$ is $D(m)-D(m-1)\ge 0$, so $D$ never decreases. For $n=M+k$ with $k\ge 0$,
$$E(M+k)-E(M)=\sum_{j=0}^{k-1}D(M+j)\ge k\,D(M)\ge ks.$$
For $n=M-k$,
$$E(M)-E(M-k)=\sum_{j=1}^{k}D(M-j)\le k\,D(M-1)\le ks.$$

Lean replaces the sums by induction on $k$. The statements `right` and `left` each carry two facts from step to step: the bound on the energy so far and the bound on the next slope. `linarith` combines these linear inequalities, and `push_cast` moves the conversion from integers to reals inside sums. The final `rcases` separates $n\ge M$ from $n\le M$.

## One chemical potential for both fragments

```lean
variable {EA EB : ℤ → ℝ} {MA MB : ℤ}

/-- For fragments with nonnegative gaps, a chemical potential `s` between the removal and
addition slopes of both fragments bounds the energy of every splitting from below. -/
theorem common_potential_bound (hA : ∀ n, 0 ≤ gap EA n) (hB : ∀ n, 0 ≤ gap EB n) {s : ℝ}
    (hl : max (removalSlope EA MA) (removalSlope EB MB) ≤ s)
    (hr : s ≤ min (additionSlope EA MA) (additionSlope EB MB)) (a b : ℤ) :
    EA MA + EB MB + s * (((a + b : ℤ) : ℝ) - ((MA + MB : ℤ) : ℝ)) ≤ EA a + EB b := by
  have h1 := supporting_line hA ((le_max_left _ _).trans hl) (hr.trans (min_le_left _ _)) a
  have h2 := supporting_line hB ((le_max_right _ _).trans hl) (hr.trans (min_le_right _ _)) b
  push_cast
  linarith
```

Here $s$ acts as a chemical potential common to both fragments: $\max(l_A,l_B)\le s\le\min(r_A,r_B)$. Such an $s$ lies between the slopes of each fragment separately, so the previous theorem applies twice:
$$E_A(a)\ge E_A(M_A)+s(a-M_A),\qquad E_B(b)\ge E_B(M_B)+s(b-M_B).$$
Adding them gives
$$E_A(a)+E_B(b)\ge E_A(M_A)+E_B(M_B)+s\,(a+b-M_A-M_B).$$
The right-hand side depends only on the total electron number, so it bounds all splittings of that total at once. In the proof, `h1` and `h2` are the two inequalities.

## When the starting splitting is the ground state

```lean
/-- For fragments with nonnegative gaps, the splitting `(MA, MB)` has the least energy at its
total electron number exactly when no removal slope exceeds an addition slope. -/
theorem splitting_optimal_iff (hA : ∀ n, 0 ≤ gap EA n) (hB : ∀ n, 0 ≤ gap EB n) :
    IsLeast (splitEnergies EA EB (MA + MB)) (EA MA + EB MB) ↔
      max (removalSlope EA MA) (removalSlope EB MB) ≤
        min (additionSlope EA MA) (additionSlope EB MB) := by
  constructor
  · intro h
    -- compare with the transfer of one electron in either direction
    have h1 : EA MA + EB MB ≤ EA (MA + 1) + EB (MB - 1) :=
      h.2 ⟨MA + 1, MB - 1, by ring, rfl⟩
    have h2 : EA MA + EB MB ≤ EA (MA - 1) + EB (MB + 1) :=
      h.2 ⟨MA - 1, MB + 1, by ring, rfl⟩
    have h3 := hA MA
    have h4 := hB MB
    simp only [gap] at h3 h4
    refine max_le (le_min ?_ ?_) (le_min ?_ ?_) <;>
      simp only [removalSlope, additionSlope] <;> linarith
  · intro h
    refine ⟨⟨MA, MB, rfl, rfl⟩, ?_⟩
    rintro _ ⟨a, b, hab, rfl⟩
    have h1 := common_potential_bound hA hB le_rfl h a b
    rw [hab, sub_self, mul_zero, add_zero] at h1
    exact h1
```

`IsLeast S x` means that $x$ belongs to the set $S$ and that no element of $S$ is smaller. The theorem says that $(M_A,M_B)$ has the lowest energy at its total electron number exactly when
$$\max(l_A,l_B)\le\min(r_A,r_B).$$
In physical terms, the larger affinity must not exceed the smaller ionisation energy.

Suppose first that the splitting is optimal. Moving an electron from A to B can't lower the energy, so
$$E_A(M_A)+E_B(M_B)\le E_A(M_A-1)+E_B(M_B+1),$$
which rearranges to $l_A\le r_B$. The opposite transfer gives $l_B\le r_A$. Convexity of each fragment gives $l_A\le r_A$ and $l_B\le r_B$. These are the four inequalities into which `max_le` and `le_min` split the goal.

Conversely, take $s=\max(l_A,l_B)$ in the common bound. For $a+b=M_A+M_B$ the term with $s$ vanishes, and every splitting costs at least $E_A(M_A)+E_B(M_B)$.

## One electron more, one electron fewer

```lean
/-- For fragments with nonnegative gaps and no removal slope above an addition slope, the least
energy with one electron more is reached at the cost of the smaller addition slope. -/
theorem least_energy_add (hA : ∀ n, 0 ≤ gap EA n) (hB : ∀ n, 0 ≤ gap EB n)
    (h : max (removalSlope EA MA) (removalSlope EB MB) ≤
      min (additionSlope EA MA) (additionSlope EB MB)) :
    IsLeast (splitEnergies EA EB (MA + MB + 1))
      (EA MA + EB MB + min (additionSlope EA MA) (additionSlope EB MB)) := by
  constructor
  · rcases le_total (additionSlope EA MA) (additionSlope EB MB) with h' | h'
    · refine ⟨MA + 1, MB, by ring, ?_⟩
      rw [min_eq_left h']
      simp only [additionSlope]
      ring
    · refine ⟨MA, MB + 1, by ring, ?_⟩
      rw [min_eq_right h']
      simp only [additionSlope]
      ring
  · rintro _ ⟨a, b, hab, rfl⟩
    have h1 := common_potential_bound hA hB h le_rfl a b
    rw [hab] at h1
    push_cast at h1
    linarith
```

Write $E_0=E_A(M_A)+E_B(M_B)$. Under the condition just found, the minimum with one extra electron is $E_0+\min(r_A,r_B)$. It is reached by placing the electron on the fragment with the smaller addition slope; the first part of the proof treats the two cases. For the lower bound, take $s=\min(r_A,r_B)$. Since $a+b-M_A-M_B=1$, every splitting has energy at least $E_0+s$.

```lean
/-- For fragments with nonnegative gaps and no removal slope above an addition slope, the least
energy with one electron fewer is lower by the larger removal slope. -/
theorem least_energy_remove (hA : ∀ n, 0 ≤ gap EA n) (hB : ∀ n, 0 ≤ gap EB n)
    (h : max (removalSlope EA MA) (removalSlope EB MB) ≤
      min (additionSlope EA MA) (additionSlope EB MB)) :
    IsLeast (splitEnergies EA EB (MA + MB - 1))
      (EA MA + EB MB - max (removalSlope EA MA) (removalSlope EB MB)) := by
  constructor
  · rcases le_total (removalSlope EA MA) (removalSlope EB MB) with h' | h'
    · refine ⟨MA, MB - 1, by ring, ?_⟩
      rw [max_eq_right h']
      simp only [removalSlope]
      ring
    · refine ⟨MA - 1, MB, by ring, ?_⟩
      rw [max_eq_left h']
      simp only [removalSlope]
      ring
  · rintro _ ⟨a, b, hab, rfl⟩
    have h1 := common_potential_bound hA hB le_rfl h a b
    rw [hab] at h1
    push_cast at h1
    linarith
```

With one electron fewer, the minimum is $E_0-\max(l_A,l_B)$. It is reached by removing the electron from the fragment with the larger removal slope. The lower bound uses $s=\max(l_A,l_B)$ and $a+b-M_A-M_B=-1$.

## The joint gap

```lean
/-- For fragments with nonnegative gaps and no removal slope above an addition slope, the gap of
the joint system is the smaller addition slope minus the larger removal slope. -/
theorem joint_gap (hA : ∀ n, 0 ≤ gap EA n) (hB : ∀ n, 0 ≤ gap EB n)
    (h : max (removalSlope EA MA) (removalSlope EB MB) ≤
      min (additionSlope EA MA) (additionSlope EB MB)) :
    gap (jointEnergy EA EB) (MA + MB) =
      min (additionSlope EA MA) (additionSlope EB MB) -
        max (removalSlope EA MA) (removalSlope EB MB) := by
  have e1 : jointEnergy EA EB (MA + MB + 1) = _ := (least_energy_add hA hB h).csInf_eq
  have e0 : jointEnergy EA EB (MA + MB) = _ := ((splitting_optimal_iff hA hB).2 h).csInf_eq
  have e2 : jointEnergy EA EB (MA + MB - 1) = _ := (least_energy_remove hA hB h).csInf_eq
  rw [gap, e1, e0, e2]
  ring
```

The three minima give the second difference:
$$\begin{aligned}
&\bigl[E_0+\min(r_A,r_B)\bigr]-2E_0+\bigl[E_0-\max(l_A,l_B)\bigr]\\
&\qquad=\min(r_A,r_B)-\max(l_A,l_B).
\end{aligned}$$
This is the smaller ionisation energy minus the larger affinity. In Lean, `csInf_eq` turns each statement about a least element into a value of `jointEnergy`; `rw` inserts the three values and `ring` does the algebra.

```lean
/-- For fragments with nonnegative gaps and no removal slope above an addition slope, the joint
gap equals that of fragment A exactly when A has the lowest addition slope and the highest
removal slope, ties allowed. -/
theorem joint_gap_eq_fragment_iff (hA : ∀ n, 0 ≤ gap EA n) (hB : ∀ n, 0 ≤ gap EB n)
    (h : max (removalSlope EA MA) (removalSlope EB MB) ≤
      min (additionSlope EA MA) (additionSlope EB MB)) :
    gap (jointEnergy EA EB) (MA + MB) = gap EA MA ↔
      additionSlope EA MA ≤ additionSlope EB MB ∧
        removalSlope EB MB ≤ removalSlope EA MA := by
  have e : gap EA MA = additionSlope EA MA - removalSlope EA MA := by
    simp only [gap, additionSlope, removalSlope]
    ring
  rw [joint_gap hA hB h, e]
  constructor
  · intro hh
    have h1 := min_le_left (additionSlope EA MA) (additionSlope EB MB)
    have h2 := le_max_left (removalSlope EA MA) (removalSlope EB MB)
    have h3 : additionSlope EA MA ≤ min (additionSlope EA MA) (additionSlope EB MB) := by
      linarith
    have h4 : max (removalSlope EA MA) (removalSlope EB MB) ≤ removalSlope EA MA := by
      linarith
    exact ⟨h3.trans (min_le_right _ _), (le_max_right _ _).trans h4⟩
  · rintro ⟨h1, h2⟩
    rw [min_eq_left h1, max_eq_left h2]
```

The joint gap equals that of A exactly when $r_A\le r_B$ and $l_B\le l_A$: A must offer both the cheapest place for an added electron and the highest removal slope, with ties allowed. To see this, write the difference between the two gaps as
$$\begin{aligned}
&(r_A-l_A)-\bigl[\min(r_A,r_B)-\max(l_A,l_B)\bigr]\\
&\qquad=\bigl[r_A-\min(r_A,r_B)\bigr]+\bigl[\max(l_A,l_B)-l_A\bigr].
\end{aligned}$$
Both brackets are nonnegative, so their sum is zero only if each is zero. In the proof, `h3` and `h4` express this, and the last line handles the converse.

## Two gapped fragments, one gapless pair

```lean
/-- A model fragment with energy `n² + c n`, where `c` shifts its levels. -/
def parabola (c : ℝ) (n : ℤ) : ℝ := (n : ℝ) ^ 2 + c * n
```

This is the model energy $n^2+cn$, defined for every integer $n$. The shift $c$ adds the same amount to every slope.

```lean
/-- Two parabolic fragments with level shifts 0 and 2 each have gap 2 at every electron number,
yet their joint gap at total electron number 0 vanishes. -/
theorem joint_gap_closes :
    (∀ n, gap (parabola 0) n = 2) ∧ (∀ n, gap (parabola 2) n = 2) ∧
      gap (jointEnergy (parabola 0) (parabola 2)) 0 = 0 := by
  have hg : ∀ (c : ℝ) (n : ℤ), gap (parabola c) n = 2 := by
    intro c n
    simp only [gap, parabola]
    push_cast
    ring
  have hp : ∀ (c : ℝ) (n : ℤ), 0 ≤ gap (parabola c) n := by
    intro c n
    rw [hg]
    norm_num
  have hl : ∀ c : ℝ, removalSlope (parabola c) 0 = c - 1 := by
    intro c
    simp only [removalSlope, parabola]
    push_cast
    ring
  have hr : ∀ c : ℝ, additionSlope (parabola c) 0 = c + 1 := by
    intro c
    simp only [additionSlope, parabola]
    push_cast
    ring
  -- the highest removal slope meets the lowest addition slope
  have hmax : max (removalSlope (parabola 0) 0) (removalSlope (parabola 2) 0) = 1 := by
    rw [hl, hl, max_eq_right (by norm_num)]
    norm_num
  have hmin : min (additionSlope (parabola 0) 0) (additionSlope (parabola 2) 0) = 1 := by
    rw [hr, hr, min_eq_left (by norm_num)]
    norm_num
  have key := joint_gap (hp 0) (hp 2) (hmax.trans hmin.symm).le
  rw [hmax, hmin, add_zero, sub_self] at key
  exact ⟨hg 0, hg 2, key⟩

end

end FragmentEnsembleGap
```

The opening example has $c=0$ for A and $c=2$ for B. The linear term drops out of the second difference, so each gap is
$$(n+1)^2-2n^2+(n-1)^2=2.$$
At $n=0$ the slopes are $l=c-1$ and $r=c+1$. Hence $\max(l_A,l_B)=\max(-1,1)=1$ and $\min(r_A,r_B)=\min(1,3)=1$. The condition holds with equality, and the joint gap is $0$. The facts `hl` and `hr` compute the slopes, `hmax` and `hmin` select the relevant ones, and `key` applies `joint_gap`.

The example is a limiting case. If A keeps shift $0$ and B has a general shift $c$, the same formula gives a joint gap of $2-|c|$ for $|c|\le 2$. Equal fragments keep the full gap $2$, and the gap closes at $|c|=2$. For larger $|c|$ the splitting $(0,0)$ is no longer optimal, and the slopes must be taken at a splitting that is.

```lean
#print axioms FragmentEnsembleGap.joint_gap
#print axioms FragmentEnsembleGap.joint_gap_eq_fragment_iff
#print axioms FragmentEnsembleGap.joint_gap_closes
```

```
'FragmentEnsembleGap.joint_gap' depends on axioms: [propext, Classical.choice, Quot.sound]
'FragmentEnsembleGap.joint_gap_eq_fragment_iff' depends on axioms: [propext, Classical.choice, Quot.sound]
'FragmentEnsembleGap.joint_gap_closes' depends on axioms: [propext, Classical.choice, Quot.sound]
```
